# Time average of $x^2+y^2$ on a Kepler ellipse from the Lenz vector and $L_z$

One way to follow the slow change of a classical Rydberg orbit of hydrogen in a weak magnetic field is to replace the diamagnetic energy by its average over one revolution of the field-free ellipse. With the field along $z$, that requires the time average of $x^2+y^2$. For a bound ellipse the average has a closed form in the semi-major axis and two vectors, all of which follow from one position and momentum on the orbit, so no quadrature over the orbit is needed.

Let $a$ be the semi-major axis, $e$ the eccentricity with $0\le e<1$, $\mathbf u$ the unit vector towards the pericentre, $\mathbf v$ the unit vector along the minor axis, and $\mathbf w=\mathbf u\times\mathbf v$ the orbit normal. Define the Lenz vector $\mathbf A=e\,\mathbf u$ and the scaled angular momentum $\mathbf L=\sqrt{1-e^2}\,\mathbf w$. Then

$$\langle x^2+y^2\rangle=\frac{a^2}{2}\left(1+\Lambda+L_z^2\right),\qquad \Lambda=4A^2-5A_z^2 .$$

At fixed $e$ one has $-e^2\le\Lambda\le4e^2$. Over all ellipses with $0\le e<1$, $\Lambda$ takes exactly the values in the open interval $(-1,4)$.

## The diamagnetic energy in an orbit-averaged calculation

In atomic units the diamagnetic energy of the electron is $B^2(x^2+y^2)/8$, where $B$ is the field strength. With $a=n^2$, where $n$ is the principal quantum number, its average is

$$\overline{H}_{\rm dia}=\frac{B^2n^4}{16}\left(1+\Lambda+L_z^2\right).$$

Here $\mathbf L$ is the usual angular momentum divided by $\sqrt a=n$, so $L_z=m/n$ for magnetic quantum number $m$. This differs from the textbook use of the letter.

Suppose the code holds a position $\mathbf r$ and a momentum $\mathbf p$ of the field-free Kepler problem, with negative energy $\varepsilon=p^2/2-1/r$. The inputs are

$$a=-\frac{1}{2\varepsilon},\qquad \mathbf A=\mathbf p\times(\mathbf r\times\mathbf p)-\frac{\mathbf r}{r},\qquad \mathbf L=\frac{\mathbf r\times\mathbf p}{\sqrt a}.$$

Take $n=30$, $B=10^{-5}$ and $e=0.6$. The prefactor is $5.06\times10^{-6}$. If the orbit lies in the plane perpendicular to the field, then $\Lambda=1.44$ and $L_z^2=0.64$, and the averaged energy is $1.56\times10^{-5}$. If the major axis lies along the field, then $\Lambda=-0.36$ and $L_z=0$, and it is $3.24\times10^{-6}$.

In a purely magnetic field along $z$, $L_z$ is conserved, and at this order the slow motion at fixed $n$ follows curves of constant $\Lambda$. In crossed fields $L_z$ changes in general, and the $L_z^2$ term has to be updated along with $\Lambda$.

## From equal areas to the closed form

Write $s=\sqrt{1-e^2}$, and let $E$ be the eccentric anomaly. The orbit and its tangent are

$$\mathbf r=a\left[(\cos E-e)\mathbf u+s\sin E\,\mathbf v\right],\qquad \frac{d\mathbf r}{dE}=a\left[-\sin E\,\mathbf u+s\cos E\,\mathbf v\right].$$

**Time weight.** In the cross product, the terms with $\mathbf u\times\mathbf u$ and $\mathbf v\times\mathbf v$ vanish, which leaves

$$\mathbf r\times\frac{d\mathbf r}{dE}=a^2s\left[(\cos E-e)\cos E+\sin^2E\right]\mathbf w=a^2(1-e\cos E)\,\mathbf L .$$

Since $\mathbf r\times d\mathbf r/dt$ is constant in Kepler motion, $dt$ is proportional to $(1-e\cos E)\,dE$. This weight integrates to $2\pi$ over one revolution, so

$$\langle f\rangle=\frac1{2\pi}\int_0^{2\pi}f(E)\,(1-e\cos E)\,dE .$$

**One coordinate.** The square of the coordinate $r_i$ is

$$r_i^2=a^2\left[(\cos E-e)^2u_i^2+2s(\cos E-e)\sin E\,u_iv_i+s^2\sin^2E\,v_i^2\right].$$

For the first term, expand

$$(\cos E-e)^2(1-e\cos E)=e^2+(1+2e^2)\cos^2E-(2e+e^3)\cos E-e\cos^3E .$$

Odd powers of the cosine integrate to zero and $\cos^2E$ averages to $\tfrac12$, so the result is $e^2+\tfrac12(1+2e^2)=\tfrac12(1+4e^2)$. The mixed term is odd in $E$ and vanishes. In the last term $\sin^2E$ gives $\tfrac12$, while $\sin^2E\cos E$ integrates to zero. Hence

$$\langle r_i^2\rangle=\frac{a^2}{2}\left[(1+4e^2)u_i^2+(1-e^2)v_i^2\right].$$

**Sum over $x$ and $y$.** Because $\mathbf u$ and $\mathbf v$ are unit vectors, $u_x^2+u_y^2=1-u_z^2$ and $v_x^2+v_y^2=1-v_z^2$. The $z$ components of an orthonormal triad satisfy $u_z^2+v_z^2+w_z^2=1$, so $1-v_z^2=u_z^2+w_z^2$. Therefore

$$\begin{aligned}\langle x^2+y^2\rangle&=\frac{a^2}{2}\left[(1+4e^2)(1-u_z^2)+(1-e^2)(u_z^2+w_z^2)\right]\\&=\frac{a^2}{2}\left[1+4e^2-5e^2u_z^2+(1-e^2)w_z^2\right].\end{aligned}$$

The middle terms are $\Lambda=4e^2-5e^2u_z^2$, and the last is $L_z^2$.

**Values of $\Lambda$.** From $\Lambda=e^2(4-5u_z^2)$ and $0\le u_z^2\le1$ follow the bounds $-e^2$ and $4e^2$. Since $e^2<1$, $\Lambda$ lies strictly between $-1$ and $4$. Conversely, a value $l$ with $-1<l\le0$ is reached with the major axis along the field and $e=\sqrt{-l}$. A value with $0\le l<4$ is reached with the major axis perpendicular to the field and $e=\sqrt{l/4}$.

**The circle.** At $e=0$ no pericentre is singled out, and $\mathbf u$, $\mathbf v$ can be any orthonormal pair in the orbit plane. Both $\mathbf A$ and $\Lambda$ vanish, and the average is $\tfrac12a^2(1+w_z^2)$. This is $a^2$ for a circle perpendicular to the field and $a^2/2$ for a circle whose plane contains the field.

## The Lean file

```lean
import Mathlib

open Matrix

namespace KeplerDiamagneticAverage

noncomputable section

/-- Position on a Kepler ellipse with semi-major axis `a` and eccentricity `e`, at eccentric anomaly
`E`; the unit vector `u` points to the pericentre and the unit vector `v` along the minor axis.
Domain: `0 ≤ e < 1`. -/
def orbit (a e : ℝ) (u v : Fin 3 → ℝ) (E : ℝ) : Fin 3 → ℝ :=
  a • ((Real.cos E - e) • u + (√(1 - e ^ 2) * Real.sin E) • v)

/-- The tangent vector `dr/dE` of the Kepler ellipse. -/
def tangent (a e : ℝ) (u v : Fin 3 → ℝ) (E : ℝ) : Fin 3 → ℝ :=
  a • ((-Real.sin E) • u + (√(1 - e ^ 2) * Real.cos E) • v)

/-- Average over one revolution, with the time weight `(1 - e cos E) / (2π)`. -/
def timeAverage (e : ℝ) (f : ℝ → ℝ) : ℝ :=
  (∫ E in (0 : ℝ)..(2 * Real.pi), f E * (1 - e * Real.cos E)) / (2 * Real.pi)

/-- The Lenz vector `A = e u`. -/
def lenz (e : ℝ) (u : Fin 3 → ℝ) : Fin 3 → ℝ := e • u

/-- The scaled angular momentum `L = √(1 - e²) u × v`. Domain: `0 ≤ e < 1`. -/
def angMom (e : ℝ) (u v : Fin 3 → ℝ) : Fin 3 → ℝ := √(1 - e ^ 2) • (u ⨯₃ v)

/-- The combination `Λ = 4 A² - 5 A_z²` of the Lenz vector, with the field along `z`. -/
def Lam (A : Fin 3 → ℝ) : ℝ := 4 * (A ⬝ᵥ A) - 5 * A 2 ^ 2

/-- `tangent` is the derivative of the orbit in the eccentric anomaly. -/
theorem hasDerivAt_orbit (a e : ℝ) (u v : Fin 3 → ℝ) (E : ℝ) :
    HasDerivAt (orbit a e u v) (tangent a e u v E) E := by
  refine hasDerivAt_pi.2 fun i => ?_
  exact ((((Real.hasDerivAt_cos E).sub_const e).mul_const (u i)).fun_add
    (((Real.hasDerivAt_sin E).const_mul (√(1 - e ^ 2))).mul_const (v i))).const_mul a

/-- The cross product `r × dr/dE` is the vector `a² L`, which does not depend on `E`, times
`1 - e cos E`. -/
theorem equal_areas (a e : ℝ) (u v : Fin 3 → ℝ) (E : ℝ) :
    orbit a e u v E ⨯₃ tangent a e u v E
      = (a ^ 2 * (1 - e * Real.cos E)) • angMom e u v := by
  simp only [orbit, tangent, angMom, map_add, map_smul, LinearMap.add_apply,
    LinearMap.smul_apply, cross_self, smul_zero]
  rw [← cross_anticomm u v]
  match_scalars
  linear_combination (a ^ 2 * √(1 - e ^ 2)) * Real.sin_sq_add_cos_sq E

/-- Time average of the square of any Cartesian coordinate on a Kepler ellipse with
`0 ≤ e < 1`. -/
theorem average_coord_sq (a : ℝ) {e : ℝ} (he0 : 0 ≤ e) (he1 : e < 1) (u v : Fin 3 → ℝ)
    (i : Fin 3) :
    timeAverage e (fun E => orbit a e u v E i ^ 2)
      = a ^ 2 / 2 * ((1 + 4 * e ^ 2) * u i ^ 2 + (1 - e ^ 2) * v i ^ 2) := by
  have hs2 : √(1 - e ^ 2) ^ 2 = 1 - e ^ 2 := Real.sq_sqrt (by nlinarith)
  have ho : ∀ E, orbit a e u v E i
      = a * ((Real.cos E - e) * u i + √(1 - e ^ 2) * Real.sin E * v i) := fun _ => rfl
  generalize √(1 - e ^ 2) = s at hs2 ho
  -- an explicit antiderivative of the weighted square
  have key : ∀ E : ℝ, HasDerivAt (fun t : ℝ =>
      a ^ 2 * (u i ^ 2 * (e ^ 2 + (1 + 2 * e ^ 2) / 2) + (s * v i) ^ 2 / 2) * t
      + a ^ 2 * (u i ^ 2 * (-(3 * e + e ^ 3))) * Real.sin t
      + a ^ 2 * (u i ^ 2 * (1 + 2 * e ^ 2) / 2 - (s * v i) ^ 2 / 2)
          * (Real.sin t * Real.cos t)
      + a ^ 2 * (e / 3 * (u i ^ 2 - (s * v i) ^ 2)) * (Real.sin t * Real.sin t * Real.sin t)
      + a ^ 2 * (2 * u i * (s * v i) * e) * Real.cos t
      + a ^ 2 * (-(u i * (s * v i) * (1 + e ^ 2))) * (Real.cos t * Real.cos t)
      + a ^ 2 * (2 * u i * (s * v i) * e / 3) * (Real.cos t * Real.cos t * Real.cos t))
      ((a * ((Real.cos E - e) * u i + s * Real.sin E * v i)) ^ 2
        * (1 - e * Real.cos E)) E := by
    intro E
    have hs := Real.hasDerivAt_sin E
    have hc := Real.hasDerivAt_cos E
    refine ((((((((hasDerivAt_id' E).const_mul _).fun_add (hs.const_mul _)).fun_add
      ((hs.fun_mul hc).const_mul _)).fun_add
      (((hs.fun_mul hs).fun_mul hs).const_mul _)).fun_add (hc.const_mul _)).fun_add
      ((hc.fun_mul hc).const_mul _)).fun_add
      (((hc.fun_mul hc).fun_mul hc).const_mul _)).congr_deriv ?_
    linear_combination (-(a ^ 2 * (u i ^ 2 * ((1 + 2 * e ^ 2) / 2 - e * Real.cos E)
      + (s * v i) ^ 2 / 2))) * Real.sin_sq_add_cos_sq E
  unfold timeAverage
  simp only [ho]
  rw [intervalIntegral.integral_eq_sub_of_hasDerivAt (fun E _ => key E)
    (Continuous.intervalIntegrable (by fun_prop) _ _), div_eq_iff (by positivity)]
  -- only the term linear in `E` survives a full revolution
  simp only [Real.sin_two_pi, Real.cos_two_pi, Real.sin_zero, Real.cos_zero]
  linear_combination (Real.pi * a ^ 2 * v i ^ 2) * hs2

/-- For a Kepler ellipse with `0 ≤ e < 1` and orthonormal axes `u`, `v`, the time average of
`x² + y²` is `(a²/2)(1 + Λ + L_z²)`. -/
theorem average_diamagnetic (a : ℝ) {e : ℝ} (he0 : 0 ≤ e) (he1 : e < 1) {u v : Fin 3 → ℝ}
    (hu : u ⬝ᵥ u = 1) (hv : v ⬝ᵥ v = 1) (huv : u ⬝ᵥ v = 0) :
    timeAverage e (fun E => orbit a e u v E 0 ^ 2 + orbit a e u v E 1 ^ 2)
      = a ^ 2 / 2 * (1 + Lam (lenz e u) + angMom e u v 2 ^ 2) := by
  have hs2 : √(1 - e ^ 2) ^ 2 = 1 - e ^ 2 := Real.sq_sqrt (by nlinarith)
  have hcont : ∀ i, Continuous fun E => orbit a e u v E i ^ 2 * (1 - e * Real.cos E) := by
    intro i
    simp only [orbit, Pi.smul_apply, Pi.add_apply, smul_eq_mul]
    fun_prop
  have hadd : timeAverage e (fun E => orbit a e u v E 0 ^ 2 + orbit a e u v E 1 ^ 2)
      = timeAverage e (fun E => orbit a e u v E 0 ^ 2)
        + timeAverage e (fun E => orbit a e u v E 1 ^ 2) := by
    simp only [timeAverage, add_mul]
    rw [intervalIntegral.integral_add ((hcont 0).intervalIntegrable _ _)
      ((hcont 1).intervalIntegrable _ _), add_div]
  have hL : angMom e u v 2 = √(1 - e ^ 2) * (u 0 * v 1 - u 1 * v 0) := by
    simp [angMom, cross_apply]
  rw [hadd, average_coord_sq a he0 he1, average_coord_sq a he0 he1, hL]
  simp only [Lam, lenz, dotProduct, Fin.sum_univ_three, Pi.smul_apply, smul_eq_mul]
    at hu hv huv ⊢
  -- the `z` components of the orthonormal triad have squares adding up to one
  have hz : (u 0 * v 1 - u 1 * v 0) ^ 2 = 1 - u 2 ^ 2 - v 2 ^ 2 := by
    linear_combination (v 0 ^ 2 + v 1 ^ 2) * hu + (1 - u 2 ^ 2) * hv
      - (u 0 * v 0 + u 1 * v 1 - u 2 * v 2) * huv
  linear_combination (a ^ 2 / 2) * hu + (a ^ 2 / 2 * (1 - e ^ 2)) * hv
    - (a ^ 2 / 2 * (u 0 * v 1 - u 1 * v 0) ^ 2) * hs2 - (a ^ 2 / 2 * (1 - e ^ 2)) * hz

/-- For a unit vector `u` along the major axis, `Λ = e² (4 - 5 u_z²)`. -/
theorem Lam_lenz (e : ℝ) {u : Fin 3 → ℝ} (hu : u ⬝ᵥ u = 1) :
    Lam (lenz e u) = e ^ 2 * (4 - 5 * u 2 ^ 2) := by
  simp only [Lam, lenz, dotProduct, Fin.sum_univ_three, Pi.smul_apply, smul_eq_mul] at hu ⊢
  linear_combination (4 * e ^ 2) * hu

/-- At eccentricity `e`, with `u` a unit vector, `Λ` lies between `-e²` and `4e²`. -/
theorem Lam_bounds (e : ℝ) {u : Fin 3 → ℝ} (hu : u ⬝ᵥ u = 1) :
    -e ^ 2 ≤ Lam (lenz e u) ∧ Lam (lenz e u) ≤ 4 * e ^ 2 := by
  rw [Lam_lenz e hu]
  simp only [dotProduct, Fin.sum_univ_three] at hu
  have hz : 0 ≤ 1 - u 2 ^ 2 := by nlinarith [sq_nonneg (u 0), sq_nonneg (u 1)]
  constructor
  · nlinarith [mul_nonneg (sq_nonneg e) hz]
  · nlinarith [sq_nonneg (e * u 2)]

/-- The values of `Λ` on Kepler ellipses with `0 ≤ e < 1` are exactly the numbers strictly
between `-1` and `4`. -/
theorem Lam_range (l : ℝ) :
    (∃ (e : ℝ) (u : Fin 3 → ℝ), 0 ≤ e ∧ e < 1 ∧ u ⬝ᵥ u = 1 ∧ Lam (lenz e u) = l)
      ↔ -1 < l ∧ l < 4 := by
  constructor
  · rintro ⟨e, u, he0, he1, hu, rfl⟩
    obtain ⟨h1, h2⟩ := Lam_bounds e hu
    have he : e ^ 2 < 1 := by nlinarith
    constructor <;> linarith
  · rintro ⟨h1, h2⟩
    rcases le_total l 0 with h | h
    · -- major axis along the field
      have hu : (![0, 0, 1] : Fin 3 → ℝ) ⬝ᵥ ![0, 0, 1] = 1 := by
        simp [dotProduct, Fin.sum_univ_three]
      refine ⟨√(-l), ![0, 0, 1], Real.sqrt_nonneg _, ?_, hu, ?_⟩
      · rw [Real.sqrt_lt' one_pos]
        linarith
      · have h3 : (![0, 0, 1] : Fin 3 → ℝ) 2 = 1 := rfl
        rw [Lam_lenz _ hu, Real.sq_sqrt (by linarith), h3]
        ring
    · -- major axis perpendicular to the field
      have hu : (![1, 0, 0] : Fin 3 → ℝ) ⬝ᵥ ![1, 0, 0] = 1 := by
        simp [dotProduct, Fin.sum_univ_three]
      refine ⟨√(l / 4), ![1, 0, 0], Real.sqrt_nonneg _, ?_, hu, ?_⟩
      · rw [Real.sqrt_lt' one_pos]
        linarith
      · have h3 : (![1, 0, 0] : Fin 3 → ℝ) 2 = 0 := rfl
        rw [Lam_lenz _ hu, Real.sq_sqrt (by linarith), h3]
        ring

end

end KeplerDiamagneticAverage
```

```lean
#print axioms KeplerDiamagneticAverage.hasDerivAt_orbit
-- 'KeplerDiamagneticAverage.hasDerivAt_orbit' depends on axioms: [propext, Classical.choice, Quot.sound]
#print axioms KeplerDiamagneticAverage.equal_areas
-- 'KeplerDiamagneticAverage.equal_areas' depends on axioms: [propext, Classical.choice, Quot.sound]
#print axioms KeplerDiamagneticAverage.average_diamagnetic
-- 'KeplerDiamagneticAverage.average_diamagnetic' depends on axioms: [propext, Classical.choice, Quot.sound]
#print axioms KeplerDiamagneticAverage.Lam_range
-- 'KeplerDiamagneticAverage.Lam_range' depends on axioms: [propext, Classical.choice, Quot.sound]
```

## The ellipse and its average as Lean objects

Vectors are functions `Fin 3 → ℝ`, with indices `0`, `1`, `2` for $x$, $y$, $z$. The dot product is `⬝ᵥ` and the cross product is `⨯₃`. The definitions `orbit`, `tangent`, `lenz`, `angMom` and `Lam` are the expressions used above, and `angMom` is the scaled $\mathbf L$.

The main theorem, `average_diamagnetic`, says: for every real `a`, every `e` with `0 ≤ e` and `e < 1`, and all `u`, `v` of unit length and orthogonal to each other, the time average of the squared components `0` and `1` of the orbit equals $\tfrac12a^2(1+\Lambda+L_z^2)$. A physical ellipse has $a>0$, which the algebra does not use. The coordinate formula `average_coord_sq` holds without orthonormality.

`Lam_bounds` gives the two bounds at a given eccentricity. `Lam_range` is an equivalence: a number `l` is the $\Lambda$ of some admissible `e` and unit vector `u` exactly when `-1 < l` and `l < 4`. The vector `v` is absent there because $\Lambda$ does not depend on it, and any unit `u` can be completed to an orthonormal pair.

## How the Lean proof carries out the calculation

`hasDerivAt_orbit` differentiates the orbit component by component, which confirms that `tangent` is $d\mathbf r/dE$. `equal_areas` expands the cross product, removes the products of a vector with itself, and compares the coefficients of $\mathbf u\times\mathbf v$; the remaining step is $\sin^2E+\cos^2E=1$.

`average_coord_sq` organises the integral differently from the derivation above. It writes down one antiderivative of the whole weighted square, made of a term linear in $E$ and products of sines and cosines. The step `key` checks its derivative, and the fundamental theorem of calculus turns the integral into a difference of end values. The trigonometric terms agree at $0$ and $2\pi$, so only the linear term contributes. The square root is carried as a symbol `s` with $s^2=1-e^2$, and this relation enters in the last line.

In `average_diamagnetic`, `hadd` splits the average into its $x$ and $y$ parts, using continuity of the integrands. `hL` writes out $L_z$, and `hz` is the relation $w_z^2=1-u_z^2-v_z^2$, derived from the three orthonormality hypotheses. The final `linear_combination` is the regrouping done above in the sum over $x$ and $y$.

`Lam_lenz` supplies $\Lambda=e^2(4-5u_z^2)$, from which `Lam_bounds` follows with $u_z^2\le1$. `Lam_range` uses these bounds in one direction. In the other it splits on the sign of `l` and inserts the two explicit ellipses, with `![0, 0, 1]` or `![1, 0, 0]` as major axis.

## Exact for the ellipse, approximate for the atom

The identity is exact for every ellipse with $0\le e<1$; it is not an expansion in small eccentricity. The time weight is part of the definition `timeAverage`. `equal_areas` supplies the geometric relation behind it, while the constancy of $\mathbf r\times d\mathbf r/dt$ is taken from Kepler dynamics.

The step from this model to a classical hydrogen atom in a field is the averaging itself: the true orbit is not a fixed ellipse, and replacing the diamagnetic energy by its mean is first-order perturbation theory. In a purely magnetic field the ellipse also precesses uniformly about the field at the Larmor frequency, which leaves $x^2+y^2$ unchanged. The averaging is a good approximation when, apart from this precession, the ellipse changes little during one revolution. The formula is also classical, and the first-order quantum shift approaches it only for large $n$.

The endpoints $-1$ and $4$ belong to the limit $e\to1$, in which the ellipse collapses onto a line. Along the field the average then tends to $0$, and perpendicular to it the average tends to $5a^2/2$.
